# The bound state of the one-dimensional delta well: $E=-g^2/2$ for $g>0$

A particle on a line meets an attraction whose range is much shorter than the length over which its wave function varies. Does it bind, and at what energy? Replace the attraction by $-g\,\delta(x)$, with real strength $g$. In units $\hbar=m=1$,
$$-\tfrac12\psi''-g\,\delta(x)\psi=E\psi .$$
Integrating from $-\varepsilon$ to $\varepsilon$ and letting $\varepsilon\to0$ removes the energy term and leaves
$$\psi'(0^+)-\psi'(0^-)=-2g\,\psi(0).$$
This step from the Hamiltonian to a matching condition is physics input: the Lean code takes its outcome as a definition.

```lean
import Mathlib

open Filter Topology MeasureTheory Set

namespace DeltaWell

noncomputable section
```

The trial function has amplitudes $A$, $B$ and rate $\kappa$. Its left branch includes $x=0$.

```lean
/-- The trial wave function: `A exp(κx)` for `x ≤ 0` and `B exp(-κx)` for `x > 0`. -/
def trial (κ : ℝ) (A B : ℂ) (x : ℝ) : ℂ :=
  if x ≤ 0 then A * (Real.exp (κ * x) : ℂ) else B * (Real.exp (-κ * x) : ℂ)

/-- The function `φ` has one-sided limits at the origin, and the right limit minus the left
limit is `J`. -/
def HasJump (φ : ℝ → ℂ) (J : ℂ) : Prop :=
  ∃ l r : ℂ, Tendsto φ (𝓝[<] 0) (𝓝 l) ∧ Tendsto φ (𝓝[>] 0) (𝓝 r) ∧ r - l = J
```

`IsDeltaState g E ψ` collects continuity, the free equation away from the origin, and the slope jump, for complex $\psi$.

```lean
/-- `ψ` solves the stationary Schrödinger equation with potential `-g δ(x)` at energy `E`
(units `ħ = m = 1`): `-ψ''/2 = Eψ` off the origin, `ψ` is continuous, and `ψ'` jumps by
`-2g ψ(0)`. -/
structure IsDeltaState (g E : ℝ) (ψ : ℝ → ℂ) : Prop where
  cont : Continuous ψ
  diff : ∀ x ≠ 0, DifferentiableAt ℝ ψ x
  schrodinger : ∀ x ≠ 0, HasDerivAt (deriv ψ) (-2 * E * ψ x) x
  jump : HasJump (deriv ψ) (-2 * g * ψ 0)
```

## Continuity, the slope jump and $A\neq0$ fix the decay rate

Continuity rules out a break in the wave function; $A\ne0$ says that the particle has some amplitude at the origin. The slopes are $\kappa Ae^{\kappa x}$ on the left and $-\kappa Be^{-\kappa x}$ on the right. Continuity gives $A=B$, and the jump condition becomes
$$-\kappa B-\kappa A=-2gA\quad\Rightarrow\quad -2\kappa A=-2gA\quad\Rightarrow\quad\kappa=g,$$
where the last step divides by $A$. Conversely, $A=B$ and $\kappa=g$ satisfy both conditions.

The first lemmas supply the slopes and limits.

```lean
/-- The slope of a real exponential with complex amplitude is its rate times itself. -/
theorem exp_deriv (c : ℝ) (A : ℂ) (x : ℝ) :
    HasDerivAt (fun y : ℝ => A * (Real.exp (c * y) : ℂ))
      (c * (A * (Real.exp (c * x) : ℂ))) x := by
  have h : HasDerivAt (fun y : ℝ => Real.exp (c * y)) (Real.exp (c * x) * (c * 1)) x :=
    ((hasDerivAt_id x).const_mul c).exp
  exact (h.ofReal_comp.const_mul A).congr_deriv (by push_cast; ring)

/-- The exponential `A exp(cx)` tends to `A` at the origin and, for `c < 0`, to zero at
`+∞`. -/
theorem exp_limits (c : ℝ) (A : ℂ) :
    Tendsto (fun y : ℝ => A * (Real.exp (c * y) : ℂ)) (𝓝 0) (𝓝 A) ∧
    (c < 0 → Tendsto (fun y : ℝ => A * (Real.exp (c * y) : ℂ)) atTop (𝓝 0)) := by
  constructor
  · have h := (exp_deriv c A 0).continuousAt.tendsto
    simpa using h
  · intro hc
    have h : Tendsto (fun y : ℝ => Real.exp (c * y)) atTop (𝓝 0) :=
      Real.tendsto_exp_atBot.comp (tendsto_id.const_mul_atTop_of_neg hc)
    have h2 := ((Complex.continuous_ofReal.tendsto 0).comp h).const_mul A
    rw [Complex.ofReal_zero, mul_zero] at h2
    exact h2

/-- With equal amplitudes the trial function is `A exp(-κ|x|)`. -/
theorem trial_abs (κ : ℝ) (A : ℂ) (x : ℝ) :
    trial κ A A x = A * (Real.exp (-κ * |x|) : ℂ) := by
  unfold trial
  split_ifs with h
  · rw [abs_of_nonpos h, neg_mul_neg]
  · rw [abs_of_pos (not_le.1 h)]

/-- The slope of the trial function is `κA exp(κx)` on the left of the origin and
`-κB exp(-κx)` on the right. -/
theorem trial_slope (κ : ℝ) (A B : ℂ) :
    (∀ x < 0, HasDerivAt (trial κ A B) (κ * (A * (Real.exp (κ * x) : ℂ))) x) ∧
    (∀ x > 0, HasDerivAt (trial κ A B)
      ((-κ : ℝ) * (B * (Real.exp (-κ * x) : ℂ))) x) := by
  constructor
  · intro x hx
    refine (exp_deriv κ A x).congr_of_eventuallyEq ?_
    filter_upwards [Iio_mem_nhds hx] with y hy
    exact if_pos (le_of_lt hy)
  · intro x hx
    refine (exp_deriv (-κ) B x).congr_of_eventuallyEq ?_
    filter_upwards [Ioi_mem_nhds hx] with y hy
    exact if_neg (not_le.2 hy)

/-- The trial function is continuous exactly when its two amplitudes agree. -/
theorem trial_continuous_iff (κ : ℝ) (A B : ℂ) : Continuous (trial κ A B) ↔ A = B := by
  constructor
  · intro h
    have h1 := (h.tendsto 0).mono_left (nhdsWithin_le_nhds (s := Ioi 0))
    have h2 : Tendsto (trial κ A B) (𝓝[>] 0) (𝓝 B) := by
      refine ((exp_limits (-κ) B).1.mono_left nhdsWithin_le_nhds).congr' ?_
      filter_upwards [self_mem_nhdsWithin] with x hx
      exact (if_neg (not_le.2 hx)).symm
    have h0 : trial κ A B 0 = A := by simp [trial]
    rw [← h0]
    exact tendsto_nhds_unique h1 h2
  · rintro rfl
    rw [funext (trial_abs κ A)]
    fun_prop
```

In `trial_matching_iff`, uniqueness of limits identifies the two slopes, and `mul_right_cancel₀ hA` is the division by $A$.

```lean
/-- For `A ≠ 0`, the trial function is continuous with slope jump `-2g ψ(0)` if and only if
`A = B` and `κ = g`. -/
theorem trial_matching_iff {κ g : ℝ} {A B : ℂ} (hA : A ≠ 0) :
    (Continuous (trial κ A B) ∧
      HasJump (deriv (trial κ A B)) (-2 * g * trial κ A B 0)) ↔ A = B ∧ κ = g := by
  -- the one-sided slopes at the origin
  have hl : Tendsto (deriv (trial κ A B)) (𝓝[<] 0) (𝓝 (κ * A)) := by
    refine (((exp_limits κ A).1.const_mul (κ : ℂ)).mono_left nhdsWithin_le_nhds).congr' ?_
    filter_upwards [self_mem_nhdsWithin] with x hx
    exact ((trial_slope κ A B).1 x hx).deriv.symm
  have hr : Tendsto (deriv (trial κ A B)) (𝓝[>] 0) (𝓝 ((-κ : ℝ) * B)) := by
    refine (((exp_limits (-κ) B).1.const_mul ((-κ : ℝ) : ℂ)).mono_left
      nhdsWithin_le_nhds).congr' ?_
    filter_upwards [self_mem_nhdsWithin] with x hx
    exact ((trial_slope κ A B).2 x hx).deriv.symm
  have h0 : trial κ A B 0 = A := by simp [trial]
  rw [trial_continuous_iff, h0]
  constructor
  · rintro ⟨rfl, l, r, hl', hr', hj⟩
    rw [tendsto_nhds_unique hl' hl, tendsto_nhds_unique hr' hr] at hj
    have h : (κ : ℂ) = g := mul_right_cancel₀ hA (by
      push_cast at hj
      linear_combination (-1 / 2) * hj)
    exact ⟨rfl, by exact_mod_cast h⟩
  · rintro ⟨rfl, rfl⟩
    exact ⟨rfl, _, _, hl, hr, by push_cast; ring⟩
```

With $A=B=0$, every $\kappa$ would pass. Without continuity, $B=3A$ and $\kappa=g/2$ satisfy the jump condition. No sign of $\kappa$ is assumed: $\kappa=g<0$ also matches, but that function grows at infinity.

Differentiating twice gives $\psi''=\kappa^2\psi$, hence $E=-\kappa^2/2$.

```lean
/-- Off the origin the trial function obeys `ψ'' = κ²ψ`. -/
theorem trial_schrodinger (κ : ℝ) (A B : ℂ) {x : ℝ} (hx : x ≠ 0) :
    HasDerivAt (deriv (trial κ A B)) (κ ^ 2 * trial κ A B x) x := by
  rcases lt_or_gt_of_ne hx with h | h
  · rw [show trial κ A B x = A * (Real.exp (κ * x) : ℂ) from if_pos h.le]
    refine (((exp_deriv κ A x).const_mul (κ : ℂ)).congr_of_eventuallyEq ?_).congr_deriv
      (by ring)
    filter_upwards [Iio_mem_nhds h] with y hy
    exact ((trial_slope κ A B).1 y hy).deriv
  · rw [show trial κ A B x = B * (Real.exp (-κ * x) : ℂ) from if_neg (not_le.2 h)]
    refine (((exp_deriv (-κ) B x).const_mul ((-κ : ℝ) : ℂ)).congr_of_eventuallyEq
      ?_).congr_deriv (by push_cast; ring)
    filter_upwards [Ioi_mem_nhds h] with y hy
    exact ((trial_slope κ A B).2 y hy).deriv
```

## Decay at both ends removes the growing exponentials

Vanishing at $\pm\infty$ expresses confinement. Let $f''=\kappa^2f$ for $x>0$, with $\kappa>0$. If $s=\pm\kappa$, then
$$\big[(f'+sf)e^{-sx}\big]'=(\kappa^2-s^2)fe^{-sx}=0 .$$
So $f'+\kappa f=ce^{\kappa x}$ and $f'-\kappa f=de^{-\kappa x}$ with constants $c,d$. Subtracting,
$$2\kappa f=ce^{\kappa x}-de^{-\kappa x}.$$
Decay forces $c=0$, leaving $f=-\frac{d}{2\kappa}e^{-\kappa x}$.

In the proof, `p` is $f'$, `key` gives the two constants, and `hc0` uses decay to show $c=0$.

```lean
/-- For `κ > 0`, a solution of `f'' = κ²f` on the positive half-line that vanishes at
infinity is a multiple of `exp(-κx)`. -/
theorem decaying_half_line {κ : ℝ} (hκ : 0 < κ) {f p : ℝ → ℂ}
    (hf : ∀ x > 0, HasDerivAt f (p x) x)
    (hp : ∀ x > 0, HasDerivAt p (κ ^ 2 * f x) x) (h0 : Tendsto f atTop (𝓝 0)) :
    ∃ B : ℂ, ∀ x > 0, f x = B * (Real.exp (-κ * x) : ℂ) := by
  -- (f' + s f) exp(-s x) is conserved for s = κ and s = -κ
  have key : ∀ s : ℝ, (s : ℂ) ^ 2 = κ ^ 2 → ∃ c : ℂ, ∀ x > 0,
      (p x + s * f x) * (1 * (Real.exp (-s * x) : ℂ)) = c := by
    intro s hs
    have hd : ∀ x > 0, HasDerivAt
        (fun y => (p y + s * f y) * (1 * (Real.exp (-s * y) : ℂ))) 0 x := by
      intro x hx
      refine (((hp x hx).fun_add ((hf x hx).const_mul (s : ℂ))).fun_mul
        (exp_deriv (-s) 1 x)).congr_deriv ?_
      rw [Complex.ofReal_neg]
      linear_combination (-(f x * (Real.exp (-s * x) : ℂ))) * hs
    exact ⟨_, fun x hx => isOpen_Ioi.is_const_of_deriv_eq_zero isPreconnected_Ioi
      (fun y hy => (hd y hy).differentiableAt.differentiableWithinAt)
      (fun y hy => (hd y hy).deriv) hx (mem_Ioi.2 one_pos)⟩
  obtain ⟨c, hc⟩ := key κ rfl
  obtain ⟨d, hd⟩ := key (-κ) (by push_cast; ring)
  have hE := (exp_limits (-κ) 1).2 (neg_lt_zero.2 hκ)
  have hEE : ∀ x : ℝ, (Real.exp (-κ * x) : ℂ) * (Real.exp (- -κ * x) : ℂ) = 1 := by
    intro x
    rw [← Complex.ofReal_mul, ← Real.exp_add, show -κ * x + - -κ * x = 0 by ring,
      Real.exp_zero, Complex.ofReal_one]
  have hm : ∀ x > 0, p x - κ * f x = d * (Real.exp (-κ * x) : ℂ) := by
    intro x hx
    have h := hd x hx
    rw [Complex.ofReal_neg] at h
    linear_combination (Real.exp (-κ * x) : ℂ) * h - (p x - κ * f x) * hEE x
  -- decay removes the growing branch
  have hc0 : c = 0 := by
    have hlim := ((hE.mul hE).const_mul d).add ((h0.mul hE).const_mul (2 * κ : ℂ))
    simp only [mul_zero, add_zero] at hlim
    refine tendsto_nhds_unique (tendsto_const_nhds (x := c) (f := atTop (α := ℝ)))
      (hlim.congr' ?_)
    filter_upwards [eventually_gt_atTop 0] with x hx
    linear_combination hc x hx - (Real.exp (-κ * x) : ℂ) * hm x hx
  have hk : (κ : ℂ) ≠ 0 := by exact_mod_cast hκ.ne'
  refine ⟨-d / (2 * κ), fun x hx => ?_⟩
  have hs : p x + κ * f x = 0 := by
    have h := hc x hx
    rw [hc0] at h
    linear_combination (Real.exp (- -κ * x) : ℂ) * h - (p x + κ * f x) * hEE x
  have h2 : 2 * κ * f x = -d * (Real.exp (-κ * x) : ℂ) := by
    linear_combination hs - hm x hx
  rw [div_mul_eq_mul_div, ← h2, mul_div_cancel_left₀ _ (mul_ne_zero two_ne_zero hk)]
```

Without decay at $+\infty$, every negative energy would be allowed: take $e^{\kappa x}$ on the left and $(1-g/\kappa)e^{\kappa x}+(g/\kappa)e^{-\kappa x}$ on the right. Reflection gives the same for $-\infty$.

## Negative energy and a nonzero wave function

$E<0$ places the particle below the free continuum and lets us set $\kappa=\sqrt{-2E}>0$. The half-line result gives $Be^{-\kappa x}$ on the right and, applied to $\psi(-x)$, $Ae^{\kappa x}$ on the left. Continuity gives $\psi(0)=A=B$. Since $\psi\ne0$, also $A\ne0$, so matching yields $\kappa=g$. Hence $g>0$, $E=-g^2/2$ and $\psi=Ae^{-g|x|}$.

`bound_state_iff` follows this route: `ht` identifies $\psi$ with the trial function, and `trial_matching_iff` fixes $\kappa$. The converse checks each condition directly.

```lean
/-- At energy `E < 0`, a wave function is a nonzero solution for the potential `-g δ(x)`
vanishing at both infinities if and only if `g > 0`, `E = -g²/2` and it is a nonzero multiple
of `exp(-g|x|)`. -/
theorem bound_state_iff {g E : ℝ} (hE : E < 0) (ψ : ℝ → ℂ) :
    (IsDeltaState g E ψ ∧ Tendsto ψ atTop (𝓝 0) ∧ Tendsto ψ atBot (𝓝 0) ∧ ψ ≠ 0) ↔
    (0 < g ∧ E = -g ^ 2 / 2 ∧
      ∃ A : ℂ, A ≠ 0 ∧ ψ = fun x => A * (Real.exp (-g * |x|) : ℂ)) := by
  constructor
  · rintro ⟨hψ, htop, hbot, hne⟩
    obtain ⟨κ, hκ, rfl⟩ : ∃ κ : ℝ, 0 < κ ∧ E = -κ ^ 2 / 2 :=
      ⟨√(-2 * E), Real.sqrt_pos.2 (by linarith), by
        rw [Real.sq_sqrt (by linarith)]; ring⟩
    obtain ⟨B, hB⟩ := decaying_half_line hκ (fun x hx => (hψ.diff x hx.ne').hasDerivAt)
      (fun x hx => (hψ.schrodinger x hx.ne').congr_deriv (by push_cast; ring)) htop
    -- the left half-line follows by reflection
    have refl : ∀ (F : ℝ → ℂ) (d : ℂ) (x : ℝ), HasDerivAt F d (-x) →
        HasDerivAt (fun y => F (-y)) (-d) x := fun F d x h =>
      (h.scomp x (hasDerivAt_neg x)).congr_deriv (by simp)
    obtain ⟨A, hA⟩ : ∃ A : ℂ, ∀ x > 0, ψ (-x) = A * (Real.exp (-κ * x) : ℂ) :=
      decaying_half_line (f := fun y => ψ (-y)) (p := fun y => -deriv ψ (-y)) hκ
        (fun x hx => refl ψ _ x (hψ.diff (-x) (neg_ne_zero.2 hx.ne')).hasDerivAt)
        (fun x hx => (refl (deriv ψ) _ x
          (hψ.schrodinger (-x) (neg_ne_zero.2 hx.ne'))).fun_neg.congr_deriv
            (by push_cast; ring))
        (hbot.comp tendsto_neg_atTop_atBot)
    have hneg : ∀ x < 0, ψ x = A * (Real.exp (κ * x) : ℂ) := by
      intro x hx
      have h := hA (-x) (neg_pos.2 hx)
      rwa [neg_neg, neg_mul_neg] at h
    have hzero : ψ 0 = A := by
      refine tendsto_nhds_unique
        ((hψ.cont.tendsto 0).mono_left (nhdsWithin_le_nhds (s := Iio 0)))
        (((exp_limits κ A).1.mono_left nhdsWithin_le_nhds).congr' ?_)
      filter_upwards [self_mem_nhdsWithin] with x hx
      exact (hneg x hx).symm
    have ht : ψ = trial κ A B := by
      funext x
      rcases lt_trichotomy x 0 with h | rfl | h
      · exact (hneg x h).trans (if_pos h.le).symm
      · simp [trial, hzero]
      · exact (hB x h).trans (if_neg (not_le.2 h)).symm
    have hAB : A = B := (trial_continuous_iff κ A B).1 (ht ▸ hψ.cont)
    have hA0 : A ≠ 0 := by
      intro h
      apply hne
      rw [ht, ← hAB, h]
      funext x
      simp [trial]
    have hj := hψ.jump
    rw [ht] at hj
    have hκg : κ = g := ((trial_matching_iff hA0).1 ⟨ht ▸ hψ.cont, hj⟩).2
    refine ⟨hκg ▸ hκ, by rw [hκg], A, hA0, ?_⟩
    rw [ht, ← hAB, ← hκg]
    exact funext (trial_abs κ A)
  · rintro ⟨hg, hEg, A, hA, rfl⟩
    have hlim := (exp_limits (-g) A).2 (neg_lt_zero.2 hg)
    refine ⟨?_, hlim.comp tendsto_abs_atTop_atTop, hlim.comp tendsto_abs_atBot_atTop,
      fun h => hA (by simpa using congrFun h 0)⟩
    rw [← funext (trial_abs g A)]
    have hm := (trial_matching_iff (κ := g) (g := g) (B := A) hA).2 ⟨rfl, rfl⟩
    exact ⟨hm.1, fun x hx => (lt_or_gt_of_ne hx).elim
      (fun h => ((trial_slope g A A).1 x h).differentiableAt)
      (fun h => ((trial_slope g A A).2 x h).differentiableAt),
      fun x hx => (trial_schrodinger g A A hx).congr_deriv (by rw [hEg]; push_cast; ring),
      hm.2⟩
```

Without $\psi\ne0$, the zero function would count as a state for every $g$ and $E$. Assuming $E<0$ loses no bound state: at $E\ge0$ the half-line solutions are linear or sinusoidal, and only zero decays.

For this single particle in one dimension, the result gives an exact energy and wave function with which a grid or basis-set calculation can be compared.

## Attraction makes the norm finite

For $g>0$,
$$\int_{-\infty}^{\infty}g e^{-2g|x|}\,dx=2g\int_0^\infty e^{-2gx}\,dx=2g\cdot\frac1{2g}=1 .$$
The proof squares the real wave function (`h1`), folds the line in half (`h2`) and rescales the integral (`h3`).

```lean
/-- For `g > 0` the wave function `√g exp(-g|x|)` is normalised. -/
theorem bound_state_normalised {g : ℝ} (hg : 0 < g) :
    ∫ x : ℝ, (√g * Real.exp (-g * |x|)) ^ 2 = 1 := by
  have h1 : ∀ x : ℝ, (√g * Real.exp (-g * |x|)) ^ 2 = g * Real.exp (-(2 * g * |x|)) := by
    intro x
    rw [mul_pow, Real.sq_sqrt hg.le, sq, ← Real.exp_add]
    congr 2
    ring
  have h2 : ∫ x : ℝ, Real.exp (-(2 * g * |x|)) =
      2 * ∫ x in Ioi (0 : ℝ), Real.exp (-(2 * g * x)) :=
    integral_comp_abs (f := fun y => Real.exp (-(2 * g * y)))
  have h3 : ∫ x in Ioi (0 : ℝ), Real.exp (-(2 * g * x)) =
      (2 * g)⁻¹ • ∫ x in Ioi (2 * g * 0), Real.exp (-x) :=
    integral_comp_mul_left_Ioi (fun y => Real.exp (-y)) 0 (by positivity)
  rw [mul_zero, integral_exp_neg_Ioi_zero, smul_eq_mul, mul_one] at h3
  simp_rw [h1]
  rw [integral_const_mul, h2, h3]
  field_simp

end

end DeltaWell
```

At $g=0$ the stated function is zero and its norm integral is $0$.

For $g=2$, the state is $\sqrt2\,e^{-2|x|}$ with $E=-2$. Its slopes at the origin are $2\sqrt2$ and $-2\sqrt2$; their jump, $-4\sqrt2$, equals $-2g\psi(0)$. As $g\to0^+$, the decay length $1/g$ diverges and the energy rises to zero; at $g=0$ there is no bound state with $E<0$.

```lean
#print axioms DeltaWell.bound_state_iff
#print axioms DeltaWell.bound_state_normalised
```

```
'DeltaWell.bound_state_iff' depends on axioms: [propext, Classical.choice, Quot.sound]
'DeltaWell.bound_state_normalised' depends on axioms: [propext, Classical.choice, Quot.sound]
```
